# Odd and even truncations of the relativistic kinetic energy bound every level of a matrix Hamiltonian from above and below

Take one free mode with $p^2=8c^2$, where $c$ is the speed of light and the units make the mass 1. Its relativistic kinetic energy $\sqrt{c^4+c^2p^2}-c^2$ is $2c^2$. Expanding the root in $p^2/c^2$ gives $4c^2$ at first order, $-4c^2$ at second and $28c^2$ at third. The series diverges for $p^2>c^2$, and without further information these numbers don't tell where the true value lies. With a potential that mixes the modes, the same doubt attaches to every level.

The signs of the errors do follow a rule. Let $K$ be a positive semidefinite matrix standing for $p^2$, $V$ a Hermitian matrix and $c>0$. Truncation at odd order puts no level below its relativistic value, and truncation at even order puts none above it.

```lean
import Mathlib

open Matrix Finset
open scoped ComplexOrder

namespace KineticTruncationBracket

noncomputable section

variable {n : Type*} [Fintype n] [DecidableEq n] {K V A B : Matrix n n ℂ}
```

## The two kinetic energies

Write $b_j=\binom{1/2}{j}=\prod_{i=0}^{j-1}\frac{1/2-i}{i+1}$.

```lean
/-- The binomial coefficient `binom(1/2, j)`. -/
def binomHalf (j : ℕ) : ℝ := ∏ i ∈ range j, (1 / 2 - (i : ℝ)) / (i + 1)
```

The truncated kinetic energy of order $N$ is

$$F_N(K)=c^2\sum_{j=0}^{N-1}b_{j+1}\,(K/c^2)^{j+1}.$$

One definition serves for numbers and matrices, and $F_0=0$ is allowed.

```lean
/-- The kinetic energy expanded to order `N` in `K / c²`, for a number or a matrix `K`
standing for `p²`; the domain is `c ≠ 0`. -/
def truncKinetic {R : Type*} [Ring R] [Algebra ℝ R] (c : ℝ) (N : ℕ) (K : R) : R :=
  c ^ 2 • ∑ j ∈ range N, binomHalf (j + 1) • ((c ^ 2)⁻¹ • K) ^ (j + 1)
```

The square root of a matrix is taken through its eigenvalues. If $K$ has eigenvalues $k_i$ and the unitary $U$ has the eigenvectors $u_i$ as columns, then $f(K)=U\,\mathrm{diag}(f(k_i))\,U^\dagger$.

```lean
/-- The unitary matrix whose columns are eigenvectors of a Hermitian matrix. -/
def modes (hK : K.IsHermitian) : Matrix n n ℂ := hK.eigenvectorUnitary

/-- The function `f` of a Hermitian matrix, acting as `f k` on eigenvectors of eigenvalue `k`. -/
def matFun (hK : K.IsHermitian) (f : ℝ → ℝ) : Matrix n n ℂ :=
  modes hK * diagonal (fun i => (f (hK.eigenvalues i) : ℂ)) * (modes hK)ᴴ
```

The relativistic kinetic energy is the case $f(k)=\sqrt{c^4+c^2k}-c^2$.

```lean
/-- The relativistic kinetic energy `√(c⁴ + c² K) - c²`, for positive semidefinite `K`. -/
def relKinetic (c : ℝ) (hK : K.IsHermitian) : Matrix n n ℂ :=
  matFun hK (fun k => √(c ^ 4 + c ^ 2 * k) - c ^ 2)
```

States enter through $x^\dagger Ax$, which the code calls `expectation`. For $x\neq0$ the physical expectation value is $x^\dagger Ax/x^\dagger x$, and the positive factor $x^\dagger x$ doesn't affect which of two matrices has the larger value.

```lean
/-- The real part of `x† A x`. For Hermitian `A` and a unit vector `x` it is the expectation value
of `A`. -/
def expectation (A : Matrix n n ℂ) (x : n → ℂ) : ℝ := (star x ⬝ᵥ A *ᵥ x).re
```

## From matrices to numbers

Since $KU=U\Lambda$ with $\Lambda=\mathrm{diag}(k_i)$, moving $U$ past $j$ factors gives $K^jU=U\Lambda^j$, hence $K^j=U\Lambda^jU^\dagger$. `SemiconjBy` expresses the first relation, and its `pow_right` supplies the second.

```lean
/-- Matrix powers of a Hermitian matrix are the powers taken on its eigenvalues. -/
theorem matFun_pow (hK : K.IsHermitian) (j : ℕ) : K ^ j = matFun hK (fun k => k ^ j) := by
  have hU : modes hK * (modes hK)ᴴ = 1 :=
    Matrix.mem_unitaryGroup_iff.1 hK.eigenvectorUnitary.2
  have hKU : K * modes hK = modes hK * diagonal (fun i => (hK.eigenvalues i : ℂ)) := by
    ext a b
    have := congrFun (hK.mulVec_eigenvectorBasis b) a
    rw [Matrix.mul_diagonal]
    simpa [modes, Matrix.mul_apply, Matrix.mulVec, dotProduct,
      Matrix.IsHermitian.eigenvectorUnitary_apply, mul_comm] using this
  have hs : SemiconjBy (modes hK) (diagonal fun i => (hK.eigenvalues i : ℂ)) K := hKU.symm
  have hp := (hs.pow_right j).eq
  have hd : diagonal (fun i => ((hK.eigenvalues i ^ j : ℝ) : ℂ)) =
      diagonal (fun i => (hK.eigenvalues i : ℂ)) ^ j := by
    rw [Matrix.diagonal_pow]; congr 1; ext i; simp
  rw [matFun, hd, hp, Matrix.mul_assoc, hU, Matrix.mul_one]
```

Inserting the definition of $f(K)$ gives

$$x^\dagger f(K)x=\sum_i f(k_i)\,|u_i^\dagger x|^2 .$$

```lean
/-- For Hermitian `K` and any vector `x`, the real part of `x† f(K) x` is the sum of `f` over the
eigenvalues of `K`, weighted by the squared moduli of the amplitudes of `x` on the eigenvectors. -/
theorem expectation_matFun (hK : K.IsHermitian) (f : ℝ → ℝ) (x : n → ℂ) :
    expectation (matFun hK f) x =
      ∑ i, f (hK.eigenvalues i) * Complex.normSq (((modes hK)ᴴ *ᵥ x) i) := by
  have h : star x ᵥ* modes hK = star ((modes hK)ᴴ *ᵥ x) := by
    rw [Matrix.star_mulVec, conjTranspose_conjTranspose]
  rw [expectation, matFun, ← Matrix.mulVec_mulVec, ← Matrix.mulVec_mulVec,
    Matrix.dotProduct_mulVec, h]
  simp only [dotProduct, Matrix.mulVec_diagonal, Pi.star_apply, Complex.re_sum]
  refine sum_congr rfl fun i _ => ?_
  generalize ((modes hK)ᴴ *ᵥ x) i = z
  simp [Complex.normSq_apply]
  ring
```

By linearity, the polynomial $F_N(K)$ acts on each $u_i$ as the number $F_N(k_i)$.

```lean
/-- The truncated kinetic matrix acts on eigenvectors of `K` by the truncated scalar series. -/
theorem truncKinetic_eq (hK : K.IsHermitian) (c : ℝ) (N : ℕ) :
    truncKinetic c N K = matFun hK (truncKinetic c N) := by
  have h : diagonal (fun i => ((truncKinetic c N (hK.eigenvalues i) : ℝ) : ℂ)) =
      c ^ 2 • ∑ j ∈ range N, binomHalf (j + 1) • (c ^ 2)⁻¹ ^ (j + 1) •
        diagonal (fun i => ((hK.eigenvalues i ^ (j + 1) : ℝ) : ℂ)) := by
    ext a b
    by_cases hab : a = b
    · subst hab
      simp [truncKinetic, Matrix.sum_apply, mul_pow]
    · simp [hab, Matrix.sum_apply]
  rw [matFun, h]
  simp only [truncKinetic, smul_pow, matFun_pow hK, matFun, Matrix.mul_smul, Matrix.smul_mul,
    Matrix.mul_sum, Matrix.sum_mul]
```

## The sign of the error for one momentum

Put $x=k/c^2\ge0$ and $P(x)=1+\sum_{j=0}^{N-1}b_{j+1}x^{j+1}$. The recursion $(m+1)b_{m+1}=(\tfrac12-m)b_m$ cancels every power below $x^N$ in

$$(1+x)P'-\tfrac12P=-(N+1)\,b_{N+1}\,x^N .$$

It also shows that $b_{N+1}$ has the sign $(-1)^N$. Therefore

$$\frac{d}{dx}\left[(-1)^N\frac{P}{\sqrt{1+x}}\right]=-\frac{(N+1)\,(-1)^Nb_{N+1}\,x^N}{(1+x)^{3/2}}\le0 .$$

The bracket equals $(-1)^N$ at $x=0$, so $(-1)^N\left(\sqrt{1+x}-P(x)\right)\ge0$. Multiplication by $c^2$ restores the units:

$$(-1)^N\left(\sqrt{c^4+c^2k}-c^2-F_N(k)\right)\ge0 .$$

No convergence is used, so this holds for $k>c^2$ too. In the code `hsign` is the sign of $b_{N+1}$, `hode` the differential equation, and `hanti` the monotonicity.

```lean
/-- For one momentum, with `k = p² ≥ 0` and `c > 0`, the kinetic energy truncated at order `N` is at
least the relativistic one for odd `N` and at most the relativistic one for even `N`. -/
theorem kinetic_bracket {c k : ℝ} (hc : 0 < c) (hk : 0 ≤ k) (N : ℕ) :
    0 ≤ (-1) ^ N * (√(c ^ 4 + c ^ 2 * k) - c ^ 2 - truncKinetic c N k) := by
  have hb : ∀ m : ℕ, binomHalf (m + 1) = binomHalf m * ((1 / 2 - (m : ℝ)) / (m + 1)) :=
    fun m => prod_range_succ _ m
  have hsign : 0 ≤ (-1) ^ N * binomHalf (N + 1) := by
    induction N with
    | zero => norm_num [binomHalf]
    | succ m ih =>
      have : (-1) ^ (m + 1) * binomHalf (m + 1 + 1) =
          ((-1) ^ m * binomHalf (m + 1)) * ((m + 1 / 2) / (m + 2)) := by
        rw [hb (m + 1)]; push_cast; field_simp; ring
      rw [this]; positivity
  let P : ℝ → ℝ := fun x => 1 + ∑ j ∈ range N, binomHalf (j + 1) * x ^ (j + 1)
  let D : ℝ → ℝ := fun x => ∑ j ∈ range N, binomHalf (j + 1) * ((j + 1) * x ^ j)
  -- the differential equation of the square root, up to the first omitted term
  have hode : ∀ x, (1 + x) * D x - P x / 2 = -((N + 1) * binomHalf (N + 1) * x ^ N) := by
    intro x
    simp only [P, D]
    clear hsign P D
    induction N with
    | zero => norm_num [binomHalf]
    | succ m ih =>
      have h2 : ((m : ℝ) + 2) * binomHalf (m + 1 + 1) = -(m + 1 / 2) * binomHalf (m + 1) := by
        rw [hb (m + 1)]; push_cast; field_simp; ring
      rw [sum_range_succ, sum_range_succ]
      push_cast
      linear_combination ih + x ^ (m + 1) * h2
  have hder : ∀ x, 0 ≤ x → HasDerivAt (fun y => (-1) ^ N * (P y / √(1 + y)))
      ((-1) ^ N * ((D x * √(1 + x) - P x * (1 / (2 * √(1 + x)))) / √(1 + x) ^ 2)) x := by
    intro x hx
    have hP : HasDerivAt P (D x) x :=
      ((HasDerivAt.fun_sum fun j _ =>
        (hasDerivAt_pow (j + 1) x).const_mul (binomHalf (j + 1))).const_add 1).congr_deriv
        (sum_congr rfl fun j _ => by simp)
    have hs : HasDerivAt (fun y => √(1 + y)) (1 / (2 * √(1 + x))) x :=
      ((hasDerivAt_id' x).const_add 1).sqrt (by positivity)
    exact (hP.fun_div hs (by positivity)).const_mul _
  have hanti : AntitoneOn (fun y => (-1) ^ N * (P y / √(1 + y))) (Set.Ici 0) := by
    refine antitoneOn_of_deriv_nonpos (convex_Ici 0)
      (fun x hx => (hder x hx).continuousAt.continuousWithinAt)
      (fun x hx => (hder x (interior_subset hx)).differentiableAt.differentiableWithinAt)
      fun x hx => ?_
    have hx0 : 0 ≤ x := interior_subset hx
    rw [(hder x hx0).deriv]
    have hs : 0 < √(1 + x) := by positivity
    have hs2 : √(1 + x) * √(1 + x) = 1 + x := Real.mul_self_sqrt (by positivity)
    have ht : P x * (1 / (2 * √(1 + x))) * √(1 + x) = P x / 2 := by field_simp
    have he : D x * √(1 + x) - P x * (1 / (2 * √(1 + x))) =
        -((N + 1) * binomHalf (N + 1) * x ^ N) / √(1 + x) := by
      rw [eq_div_iff hs.ne']
      linear_combination hode x + D x * hs2 - ht
    have hfin : (-1) ^ N * (-((N + 1) * binomHalf (N + 1) * x ^ N) / √(1 + x) / √(1 + x) ^ 2) =
        -(((-1) ^ N * binomHalf (N + 1)) * ((N + 1) * x ^ N / √(1 + x) / √(1 + x) ^ 2)) := by
      ring
    rw [he, hfin]
    exact neg_nonpos.2 (mul_nonneg hsign (by positivity))
  -- compare with `x = 0` and restore the units
  have hx : 0 ≤ (c ^ 2)⁻¹ * k := by positivity
  have hle := hanti (Set.mem_Ici.2 le_rfl) (Set.mem_Ici.2 hx) hx
  have hP0 : P 0 = 1 := by simp [P]
  have hs : 0 < √(1 + (c ^ 2)⁻¹ * k) := by positivity
  simp only [hP0, add_zero, Real.sqrt_one, div_one, mul_one] at hle
  rw [← mul_div_assoc, div_le_iff₀ hs] at hle
  have hroot : √(c ^ 4 + c ^ 2 * k) = c ^ 2 * √(1 + (c ^ 2)⁻¹ * k) := by
    rw [show c ^ 4 + c ^ 2 * k = (c ^ 2) ^ 2 * (1 + (c ^ 2)⁻¹ * k) by field_simp,
      Real.sqrt_mul (sq_nonneg _), Real.sqrt_sq (sq_nonneg c)]
  have hT : truncKinetic c N k = c ^ 2 * (P ((c ^ 2)⁻¹ * k) - 1) := by
    simp [truncKinetic, P]
  rw [hroot, hT]
  have := mul_nonneg (sq_nonneg c) (sub_nonneg.2 hle)
  linarith
```

## From expectation values to ordered levels

Let $A$ and $B$ be Hermitian of dimension $d$, with $x^\dagger Ax\le x^\dagger Bx$ for all $x$. Number their eigenvalues $\alpha_i$ and $\beta_i$ in decreasing order from $i=0$, as `eigenvalues₀` does; the ground state is then the last entry.

Fix $i$ and look for $x\neq0$ orthogonal to the eigenvectors of $A$ with index above $i$ and to those of $B$ with index below $i$. These are $(d-1-i)+i=d-1$ linear conditions on $d$ amplitudes, so such an $x$ exists. Only eigenvalues $\ge\alpha_i$ of $A$ and $\le\beta_i$ of $B$ contribute to its expectation values, so

$$\alpha_i\le\frac{x^\dagger Ax}{x^\dagger x}\le\frac{x^\dagger Bx}{x^\dagger x}\le\beta_i .$$

The existence of $x$ is obtained from a determinant instead of a dimension count for subspaces. The square matrix `M` has one conjugated eigenvector per row: from $A$ where the row index exceeds $i$, from $B$ where it is smaller, and zeros in row $i$ itself. A zero row makes the determinant vanish, and `Matrix.exists_mulVec_eq_zero_iff` turns $\det M=0$ into a nonzero $x$ with $Mx=0$. Each component of that equation is one of the orthogonality conditions. The equivalence `e` matches row labels to positions in the ordered list. The two outer inequalities are `lo` and `hi`.

```lean
/-- Weyl monotonicity: if the expectation value of one Hermitian matrix is at most that of
another in every state, the same holds for each of their ordered eigenvalues. -/
theorem level_mono (hA : A.IsHermitian) (hB : B.IsHermitian)
    (h : ∀ x, expectation A x ≤ expectation B x) (i : Fin (Fintype.card n)) :
    hA.eigenvalues₀ i ≤ hB.eigenvalues₀ i := by
  let e : Fin (Fintype.card n) ≃ n := Fintype.equivOfCardEq (Fintype.card_fin _)
  -- one row is zero, so some state meets all the orthogonality conditions
  let M : Matrix n n ℂ := fun j => if i < e.symm j then (modes hA)ᴴ j
    else if e.symm j < i then (modes hB)ᴴ j else 0
  have hM : M.det = 0 := Matrix.det_eq_zero_of_row_eq_zero (e i) fun j => by simp [M]
  obtain ⟨x, hx, hMx⟩ := Matrix.exists_mulVec_eq_zero_iff.2 hM
  have key : ∀ j v, M j = v → v ⬝ᵥ x = 0 := fun j v hv => by
    rw [← hv]; exact congrFun hMx j
  have hAx : ∀ j, i < e.symm j → ((modes hA)ᴴ *ᵥ x) j = 0 := fun j hj =>
    key j ((modes hA)ᴴ j) (if_pos hj)
  have hBx : ∀ j, e.symm j < i → ((modes hB)ᴴ *ᵥ x) j = 0 := fun j hj =>
    key j ((modes hB)ᴴ j) ((if_neg (lt_asymm hj)).trans (if_pos hj))
  have hnorm : ∀ {C : Matrix n n ℂ} (hC : C.IsHermitian),
      ∑ j, Complex.normSq (((modes hC)ᴴ *ᵥ x) j) = ∑ a, Complex.normSq (x a) := by
    intro C hC
    have h0 := expectation_matFun hC (fun k => k ^ 0) x
    rw [← matFun_pow hC 0] at h0
    simp only [pow_zero, one_mul] at h0
    rw [← h0]
    simp [expectation, dotProduct, Complex.normSq_apply]
  have hq : ∀ {C : Matrix n n ℂ} (hC : C.IsHermitian), expectation C x =
      ∑ j, hC.eigenvalues j * Complex.normSq (((modes hC)ᴴ *ᵥ x) j) := by
    intro C hC
    have h1 := expectation_matFun hC (fun k => k ^ 1) x
    rw [← matFun_pow hC 1] at h1
    simpa only [pow_one] using h1
  have hpos : 0 < ∑ a, Complex.normSq (x a) := by
    obtain ⟨a, ha⟩ := Function.ne_iff.1 hx
    exact sum_pos' (fun _ _ => Complex.normSq_nonneg _) ⟨a, mem_univ _, Complex.normSq_pos.2 ha⟩
  have lo : hA.eigenvalues₀ i * ∑ a, Complex.normSq (x a) ≤ expectation A x := by
    rw [hq hA, ← hnorm hA, mul_sum]
    refine sum_le_sum fun j _ => ?_
    rcases lt_or_ge i (e.symm j) with hj | hj
    · simp [hAx j hj]
    · exact mul_le_mul_of_nonneg_right (hA.eigenvalues₀_antitone hj) (Complex.normSq_nonneg _)
  have hi : expectation B x ≤ hB.eigenvalues₀ i * ∑ a, Complex.normSq (x a) := by
    rw [hq hB, ← hnorm hB, mul_sum]
    refine sum_le_sum fun j _ => ?_
    rcases lt_or_ge (e.symm j) i with hj | hj
    · simp [hBx j hj]
    · exact mul_le_mul_of_nonneg_right (hB.eigenvalues₀_antitone hj) (Complex.normSq_nonneg _)
  exact le_of_mul_le_mul_right (lo.trans ((h x).trans hi)) hpos
```

## Bounds on all levels

Both Hamiltonians are Hermitian, because real functions of $K$ are. Lean needs this first, since `eigenvalues₀` takes a proof of Hermiticity as its argument.

```lean
/-- For Hermitian `V` and `K`, the matrices `V + relKinetic c hK` and `V + truncKinetic c N K` are
Hermitian. -/
theorem hamiltonians_isHermitian (hV : V.IsHermitian) (hK : K.IsHermitian) (c : ℝ) (N : ℕ) :
    (V + relKinetic c hK).IsHermitian ∧ (V + truncKinetic c N K).IsHermitian := by
  have h : ∀ f, (matFun hK f).IsHermitian := fun f =>
    Matrix.isHermitian_mul_mul_conjTranspose _
      (Matrix.isHermitian_diagonal_of_self_adjoint _ (by ext i; simp))
  exact ⟨hV.add (h _), hV.add (truncKinetic_eq hK c N ▸ h _)⟩
```

For odd $N$ the scalar inequality at each $k_j\ge0$, weighted by $|u_j^\dagger x|^2$ and summed, gives

$$x^\dagger\left(V+\sqrt{c^4+c^2K}-c^2\right)x\le x^\dagger\left(V+F_N(K)\right)x .$$

The term $x^\dagger Vx$ is common to both sides, so $V$ need not commute with $K$. Ordered levels inherit the inequality, and for even $N$ it reverses.

In the theorem, `.1` denotes the relativistic Hamiltonian and `.2` the truncated one. The hypothesis `hK : K.PosSemidef` expresses $p^2\ge0$, and `i` runs over all levels.

```lean
/-- For Hermitian `V`, positive semidefinite `K` and `c > 0`, each ordered eigenvalue of
`V + √(c⁴ + c² K) - c²` is at most that of the order-`N` Hamiltonian for odd `N`, and at least
that for even `N`. -/
theorem levels_bracketed (hV : V.IsHermitian) (hK : K.PosSemidef) {c : ℝ} (hc : 0 < c)
    (N : ℕ) (i : Fin (Fintype.card n)) :
    (Odd N → (hamiltonians_isHermitian hV hK.isHermitian c N).1.eigenvalues₀ i ≤
      (hamiltonians_isHermitian hV hK.isHermitian c N).2.eigenvalues₀ i) ∧
    (Even N → (hamiltonians_isHermitian hV hK.isHermitian c N).2.eigenvalues₀ i ≤
      (hamiltonians_isHermitian hV hK.isHermitian c N).1.eigenvalues₀ i) := by
  have hq : ∀ x f, expectation (V + matFun hK.isHermitian f) x = expectation V x +
      ∑ j, f (hK.isHermitian.eigenvalues j) *
        Complex.normSq (((modes hK.isHermitian)ᴴ *ᵥ x) j) := by
    intro x f
    rw [← expectation_matFun]
    simp [expectation, Matrix.add_mulVec, dotProduct_add]
  -- the scalar bracket orders the expectation values, hence the levels
  constructor <;> intro hN <;> refine level_mono _ _ (fun x => ?_) i <;>
    rw [truncKinetic_eq hK.isHermitian, relKinetic, hq, hq] <;>
    refine add_le_add le_rfl (sum_le_sum fun j _ =>
      mul_le_mul_of_nonneg_right ?_ (Complex.normSq_nonneg _)) <;>
    have hj := kinetic_bracket hc (hK.eigenvalues_nonneg j) N <;>
    rw [hN.neg_one_pow] at hj <;>
    linarith
```

Any even and any odd order thus enclose each level between them, though the opening example shows that the interval can widen as the order rises.

## The nonrelativistic and mass-velocity cases

With $b_1=\tfrac12$ and $b_2=-\tfrac18$,

$$F_1(K)=\frac K2,\qquad F_2(K)=\frac K2-\frac{K^2}{8c^2}.$$

```lean
/-- For `c ≠ 0` the first truncation is `K/2`, and the second is `K/2 - K²/(8c²)`, with the
mass-velocity term. -/
theorem truncKinetic_one_two {c : ℝ} (hc : c ≠ 0) (K : Matrix n n ℂ) :
    truncKinetic c 1 K = (1 / 2 : ℝ) • K ∧
    truncKinetic c 2 K = (1 / 2 : ℝ) • K - (1 / (8 * c ^ 2)) • K ^ 2 := by
  have b1 : binomHalf 1 = 1 / 2 := by norm_num [binomHalf]
  have b2 : binomHalf 2 = -1 / 8 := by norm_num [binomHalf, prod_range_succ]
  have e1 : c ^ 2 * (1 / 2 * (c ^ 2)⁻¹) = 1 / 2 := by field_simp
  have e2 : c ^ 2 * (-1 / 8 * (c ^ 2)⁻¹ ^ 2) = -(1 / (8 * c ^ 2)) := by field_simp
  constructor <;>
    simp only [truncKinetic, sum_range_succ, sum_range_zero, zero_add, Nat.reduceAdd, b1, b2,
      smul_pow, pow_one, smul_add, smul_smul, e1, e2, neg_smul, sub_eq_add_neg]

end

end KineticTruncationBracket
```

For a one-particle, finite-matrix model with a square-root kinetic energy, nonrelativistic levels are therefore upper bounds, and levels with the mass-velocity term are lower bounds. The latter come from diagonalising $V+F_2(K)$, not from first-order perturbation theory. Expanding the square root gives only powers of $K$, so it doesn't produce the Darwin and spin-orbit terms of the Pauli Hamiltonian. In a finite orthonormal basis, $K^2$ is the square of the matrix of $p^2$, which generally differs from the matrix of $p^4$.

```lean
#print axioms KineticTruncationBracket.kinetic_bracket
#print axioms KineticTruncationBracket.levels_bracketed
#print axioms KineticTruncationBracket.truncKinetic_one_two
```

```
'KineticTruncationBracket.kinetic_bracket' depends on axioms: [propext, Classical.choice, Quot.sound]
'KineticTruncationBracket.levels_bracketed' depends on axioms: [propext, Classical.choice, Quot.sound]
'KineticTruncationBracket.truncKinetic_one_two' depends on axioms: [propext, Classical.choice, Quot.sound]
```
